# The Fourth-Order Energy as the Minimum of a Hylleraas Functional for a Non-Degenerate Ground State

## Two levels and one parabola

Take a system with levels 0 and 1, perturbed by a coupling 1 and a shift 2 of the upper level:

$$H_0=\begin{pmatrix}0&0\\0&1\end{pmatrix},\qquad V=\begin{pmatrix}0&1\\1&2\end{pmatrix},\qquad \psi_0=\begin{pmatrix}1\\0\end{pmatrix}.$$

The unperturbed ground energy is $E_0=0$, and the first-order energy is $E_1=\langle\psi_0,V\psi_0\rangle=0$. With every correction taken orthogonal to $\psi_0$, the first-order equation $H_0\psi_1=-V\psi_0+E_1\psi_0$ gives $\psi_1=(0,-1)$, hence $E_2=\langle\psi_0,V\psi_1\rangle=-1$.

A trial second-order correction orthogonal to $\psi_0$ has the form $c=(0,t)$. Since $V\psi_1=(-1,-2)$,

$$\langle c,H_0c\rangle+2\langle c,V\psi_1\rangle-E_2\langle\psi_1,\psi_1\rangle=t^2-4t+1=(t-2)^2-3.$$

The minimum is $-3$, at $t=2$. The perturbation equations agree. At second order, $H_0\psi_2=-V\psi_1+E_2\psi_0=(0,2)$, so $\psi_2=(0,2)$ and $E_3=\langle\psi_0,V\psi_2\rangle=2$. At third order, $H_0\psi_3=-V\psi_2+E_2\psi_1+E_3\psi_0=(0,-3)$, so $\psi_3=(0,-3)$ and $E_4=\langle\psi_0,V\psi_3\rangle=-3$. The parabola has its lowest point at $\psi_2$, and its depth there is $E_4$.

## Completing the square in general

Let $H_0$ and $V$ be symmetric operators on a real inner product space, and let $\psi_0$ be a unit, non-degenerate ground vector of $H_0$ with energy $E_0$. Write $K=H_0-E_0$, $W=V-E_1$ and $E_{k+1}=\langle\psi_0,V\psi_k\rangle$. Suppose that $\psi_1,\psi_2,\psi_3$ are orthogonal to $\psi_0$ and satisfy

$$K\psi_1=-W\psi_0,\quad K\psi_2=-W\psi_1+E_2\psi_0,\quad K\psi_3=-W\psi_2+E_2\psi_1+E_3\psi_0.$$

The claim is that, over all $c\perp\psi_0$, the functional

$$J(c)=\langle c,Kc\rangle+2\langle c,W\psi_1\rangle-E_2\langle\psi_1,\psi_1\rangle$$

has least value $E_4$, attained only at $\psi_2$.

First, $E_4$ can be written without $\psi_3$. Because $\psi_3\perp\psi_0$, replacing $V$ by $W$ changes nothing, and symmetry gives

$$\begin{aligned}E_4&=\langle W\psi_0,\psi_3\rangle=-\langle K\psi_1,\psi_3\rangle=-\langle\psi_1,K\psi_3\rangle\\&=\langle\psi_1,W\psi_2\rangle-E_2\langle\psi_1,\psi_1\rangle-E_3\langle\psi_1,\psi_0\rangle\\&=\langle\psi_2,W\psi_1\rangle-E_2\langle\psi_1,\psi_1\rangle.\end{aligned}$$

Next, project the second-order equation on any $d\perp\psi_0$: $\langle d,W\psi_1\rangle=-\langle d,K\psi_2\rangle$. With $d=c$ and then $d=\psi_2$,

$$\begin{aligned}J(c)&=\langle c,Kc\rangle-2\langle c,K\psi_2\rangle-E_2\langle\psi_1,\psi_1\rangle\\&=\langle c-\psi_2,K(c-\psi_2)\rangle-\langle\psi_2,K\psi_2\rangle-E_2\langle\psi_1,\psi_1\rangle\\&=E_4+\langle c-\psi_2,K(c-\psi_2)\rangle.\end{aligned}$$

It remains to show that the last term is positive unless $c=\psi_2$. Since $E_0$ is the lowest energy, $\langle x,Kx\rangle\ge0$ for every $x$. Suppose $\langle x,Kx\rangle=0$, and set $\alpha=\langle Kx,Kx\rangle$ and $\beta=\langle Kx,K(Kx)\rangle\ge0$. For $y=(\beta+1)x-\alpha Kx$,

$$0\le\langle y,Ky\rangle=-2(\beta+1)\alpha^2+\beta\alpha^2=-(\beta+2)\alpha^2.$$

Hence $\alpha=0$ and $Kx=0$. Non-degeneracy makes $x$ a multiple of $\psi_0$; if also $x\perp\psi_0$, then $x=0$.

In electronic structure, when the reference is the non-degenerate ground state of $H_0$ in a finite real basis and $\psi_1$ is exact in that basis, any trial second-order correction $c$ in the span of that basis and orthogonal to the reference therefore gives an upper bound $J(c)$ to the value of $E_4$ in that basis. The sum $E_0+E_1+E_2+E_3+J(c)$ need not be an upper bound to the total energy.

## Operators, energies and perturbation equations

In the code `E` is the vector space and `H` stands for $H_0$. The operators are linear maps from the whole of `E` to itself, and complex spaces are not covered. A Hamiltonian defined only on part of a Hilbert space does not fit unless `E` is taken to be a subspace that both operators map into itself. No finite dimension is required.

```lean
import Mathlib

open scoped InnerProductSpace

namespace FourthOrderHylleraas

noncomputable section

variable {E : Type*} [NormedAddCommGroup E] [InnerProductSpace ℝ E]
variable {H V : E →ₗ[ℝ] E} {E0 : ℝ} {ψ0 ψ1 ψ2 ψ3 : E}
```

The operators $K$ and $W$ are both instances of one definition, `shift H E0` and `shift V (energy V ψ0 ψ0)`.

```lean
/-- The operator `T - e`, that is, `T` minus `e` times the identity. -/
def shift (T : E →ₗ[ℝ] E) (e : ℝ) : E →ₗ[ℝ] E := T - e • LinearMap.id
```

The energies $E_1$ to $E_4$ are `energy V ψ0` applied to $\psi_0$ to $\psi_3$.

```lean
/-- The number `⟨ψ0, V φ⟩`; for a unit vector `ψ0` and `φ` the wavefunction correction of order `k`
in intermediate normalization it is the energy of order `k + 1`. -/
def energy (V : E →ₗ[ℝ] E) (ψ0 φ : E) : ℝ := ⟪ψ0, V φ⟫_ℝ
```

The ground-state hypotheses come next. The field `lowest` is the variational bound for vectors of any length; for a unit vector it says that the expectation value is at least $E_0$. The field `simple` expresses non-degeneracy.

```lean
/-- `ψ0` is a unit eigenvector of the symmetric operator `H` with eigenvalue `E0`, no
expectation value lies below `E0`, and the eigenspace of `E0` is spanned by `ψ0`. -/
structure SimpleGround (H : E →ₗ[ℝ] E) (E0 : ℝ) (ψ0 : E) : Prop where
  symm : H.IsSymmetric
  unit : ⟪ψ0, ψ0⟫_ℝ = 1
  eigen : H ψ0 = E0 • ψ0
  lowest : ∀ x, E0 * ⟪x, x⟫_ℝ ≤ ⟪x, H x⟫_ℝ
  simple : ∀ x, H x = E0 • x → ∃ a : ℝ, x = a • ψ0
```

The corrections enter as given solutions of the three equations. Their existence is a hypothesis here, as is their orthogonality to $\psi_0$, which is intermediate normalization. Nothing is assumed about convergence of the perturbation series.

```lean
/-- The Rayleigh-Schrödinger equations of orders one to three, with every correction
orthogonal to `ψ0` (intermediate normalization). -/
structure RSSeries (H V : E →ₗ[ℝ] E) (E0 : ℝ) (ψ0 ψ1 ψ2 ψ3 : E) : Prop where
  orth1 : ⟪ψ0, ψ1⟫_ℝ = 0
  orth2 : ⟪ψ0, ψ2⟫_ℝ = 0
  orth3 : ⟪ψ0, ψ3⟫_ℝ = 0
  eq1 : shift H E0 ψ1 = -shift V (energy V ψ0 ψ0) ψ0
  eq2 : shift H E0 ψ2 = -shift V (energy V ψ0 ψ0) ψ1 + energy V ψ0 ψ1 • ψ0
  eq3 : shift H E0 ψ3 = -shift V (energy V ψ0 ψ0) ψ2 + energy V ψ0 ψ1 • ψ1
    + energy V ψ0 ψ2 • ψ0
```

The functional $J$ is defined for every `c`; the orthogonality constraint is imposed in the theorems.

```lean
/-- The fourth-order functional
`⟨c, (H - E0) c⟩ + 2 ⟨c, (V - E1) ψ1⟩ - E2 ⟨ψ1, ψ1⟩` of a trial correction `c`. -/
def functional4 (H V : E →ₗ[ℝ] E) (E0 : ℝ) (ψ0 ψ1 c : E) : ℝ :=
  ⟪c, shift H E0 c⟫_ℝ + 2 * ⟪c, shift V (energy V ψ0 ψ0) ψ1⟫_ℝ
    - energy V ψ0 ψ1 * ⟪ψ1, ψ1⟫_ℝ
```

## Strictly positive excitation energies

Moving the energy origin preserves symmetry, which lets $K$ and $W$ pass from one side of an inner product to the other.

```lean
/-- A symmetric operator stays symmetric when its energy origin is moved. -/
theorem shift_symm {T : E →ₗ[ℝ] E} (hT : T.IsSymmetric) (e : ℝ) (x y : E) :
    ⟪shift T e x, y⟫_ℝ = ⟪x, shift T e y⟫_ℝ := by
  simp only [shift, LinearMap.sub_apply, LinearMap.smul_apply, LinearMap.id_apply,
    inner_sub_left, inner_sub_right, real_inner_smul_left, real_inner_smul_right, hT x y]
```

The next lemma is the argument with $\alpha$ and $\beta$. The term `key` is positivity at $y$, and `nlinarith` extracts $\alpha^2\le0$ and then $\alpha=0$.

```lean
/-- A symmetric positive semidefinite operator annihilates every vector in which its
expectation value vanishes. -/
theorem apply_eq_zero_of_expectation {A : E →ₗ[ℝ] E} (hs : A.IsSymmetric)
    (hp : ∀ x, 0 ≤ ⟪x, A x⟫_ℝ) {x : E} (h : ⟪x, A x⟫_ℝ = 0) : A x = 0 := by
  -- test positivity on a suitable combination of `x` and `A x`
  have key := hp ((⟪A x, A (A x)⟫_ℝ + 1) • x - ⟪A x, A x⟫_ℝ • A x)
  have hb := hp (A x)
  have hxx : ⟪x, A (A x)⟫_ℝ = ⟪A x, A x⟫_ℝ := (hs x (A x)).symm
  simp only [map_sub, map_smul, inner_sub_left, inner_sub_right, real_inner_smul_left,
    real_inner_smul_right, hxx, h] at key
  have h2 : ⟪A x, A x⟫_ℝ ^ 2 ≤ 0 := by
    nlinarith [mul_nonneg hb (sq_nonneg ⟪A x, A x⟫_ℝ)]
  have h3 : ⟪A x, A x⟫_ℝ = 0 := by nlinarith [sq_nonneg ⟪A x, A x⟫_ℝ]
  exact (inner_self_eq_zero (𝕜 := ℝ)).mp h3
```

Applied to $K$, it leaves a vector in the ground eigenspace, where `simple` and orthogonality force it to vanish.

```lean
/-- For a simple ground state, `H - E0` has strictly positive expectation value in every
non-zero vector orthogonal to `ψ0`. -/
theorem excitation_pos (g : SimpleGround H E0 ψ0) {x : E} (hx : ⟪ψ0, x⟫_ℝ = 0)
    (hne : x ≠ 0) : 0 < ⟪x, shift H E0 x⟫_ℝ := by
  have hp : ∀ y, 0 ≤ ⟪y, shift H E0 y⟫_ℝ := by
    intro y
    have := g.lowest y
    simp only [shift, LinearMap.sub_apply, LinearMap.smul_apply, LinearMap.id_apply,
      inner_sub_right, real_inner_smul_right]
    linarith
  refine lt_of_le_of_ne (hp x) fun h => hne ?_
  have h0 := apply_eq_zero_of_expectation (shift_symm g.symm E0) hp h.symm
  -- `x` lies in the ground eigenspace and is orthogonal to it
  obtain ⟨a, rfl⟩ := g.simple x (sub_eq_zero.mp h0)
  rw [real_inner_smul_right, g.unit, mul_one] at hx
  rw [hx, zero_smul]
```

## The energy identity and the minimum

The formula for $E_4$ uses symmetry, the perturbation equations and the orthogonality of the corrections to $\psi_0$, but not the ground-state hypotheses. In the proof, `a` replaces $V$ by $W$, `b` inserts the first-order equation, and the final rewriting moves $K$ onto $\psi_3$.

```lean
/-- For symmetric `H` and `V` and corrections satisfying `RSSeries`, the fourth-order energy
`⟨ψ0, V ψ3⟩` equals `⟨ψ2, (V - E1) ψ1⟩ - E2 ⟨ψ1, ψ1⟩`. -/
theorem fourth_energy (hH : H.IsSymmetric) (hV : V.IsSymmetric)
    (s : RSSeries H V E0 ψ0 ψ1 ψ2 ψ3) :
    energy V ψ0 ψ3 = ⟪ψ2, shift V (energy V ψ0 ψ0) ψ1⟫_ℝ
      - energy V ψ0 ψ1 * ⟪ψ1, ψ1⟫_ℝ := by
  have a : energy V ψ0 ψ3 = ⟪shift V (energy V ψ0 ψ0) ψ0, ψ3⟫_ℝ := by
    rw [shift_symm hV]
    simp [shift, energy, inner_sub_right, real_inner_smul_right, s.orth3]
  have b : shift V (energy V ψ0 ψ0) ψ0 = -shift H E0 ψ1 := by rw [s.eq1, neg_neg]
  have o : ⟪ψ1, ψ0⟫_ℝ = 0 := (real_inner_comm _ _).trans s.orth1
  have c : ⟪ψ1, shift V (energy V ψ0 ψ0) ψ2⟫_ℝ = ⟪ψ2, shift V (energy V ψ0 ψ0) ψ1⟫_ℝ :=
    (shift_symm hV _ _ _).symm.trans (real_inner_comm _ _)
  -- move `H - E0` from `ψ1` to `ψ3` and insert the third-order equation
  rw [a, b, inner_neg_left, shift_symm hH, s.eq3, inner_add_right, inner_add_right,
    inner_neg_right, real_inner_smul_right, real_inner_smul_right, o, c]
  ring
```

For the completed square, `p` is the projected second-order equation and `q` is the symmetry of $K$. The `linear_combination` line uses `p` twice at $c$ and once at $\psi_2$, as in the derivation above.

```lean
/-- For symmetric `H` and `V`, corrections satisfying `RSSeries`, and a trial correction `c`
orthogonal to `ψ0`, the functional equals the fourth-order energy plus
`⟨c - ψ2, (H - E0) (c - ψ2)⟩`. -/
theorem functional4_eq (hH : H.IsSymmetric) (hV : V.IsSymmetric)
    (s : RSSeries H V E0 ψ0 ψ1 ψ2 ψ3) {c : E} (hc : ⟪ψ0, c⟫_ℝ = 0) :
    functional4 H V E0 ψ0 ψ1 c = energy V ψ0 ψ3 + ⟪c - ψ2, shift H E0 (c - ψ2)⟫_ℝ := by
  -- the second-order equation, projected on a vector orthogonal to `ψ0`
  have p : ∀ d, ⟪ψ0, d⟫_ℝ = 0 →
      ⟪d, shift H E0 ψ2⟫_ℝ = -⟪d, shift V (energy V ψ0 ψ0) ψ1⟫_ℝ := by
    intro d hd
    have hd' : ⟪d, ψ0⟫_ℝ = 0 := (real_inner_comm _ _).trans hd
    rw [s.eq2, inner_add_right, inner_neg_right, real_inner_smul_right, hd', mul_zero,
      add_zero]
  have q : ⟪ψ2, shift H E0 c⟫_ℝ = ⟪c, shift H E0 ψ2⟫_ℝ :=
    (shift_symm hH _ _ _).symm.trans (real_inner_comm _ _)
  rw [fourth_energy hH hV s, functional4]
  simp only [map_sub, inner_sub_left, inner_sub_right]
  linear_combination q + 2 * p c hc - p ψ2 s.orth2
```

In the main theorem, `IsLeast` says that $E_4$ is a value of $J$ on the vectors orthogonal to $\psi_0$ and that no value there is smaller. The second part says that $\psi_2$ is the only such vector giving $E_4$. The proof evaluates the identity at $\psi_2$, then uses strict positivity at $c-\psi_2$ for every other $c$.

```lean
/-- For a simple ground state `ψ0`, symmetric `V` and corrections satisfying `RSSeries`, the least
value of the functional over all `c` orthogonal to `ψ0` is the fourth-order energy `⟨ψ0, V ψ3⟩`, and
among these `c` it is attained exactly at `ψ2`. -/
theorem fourth_order_minimum (g : SimpleGround H E0 ψ0) (hV : V.IsSymmetric)
    (s : RSSeries H V E0 ψ0 ψ1 ψ2 ψ3) :
    IsLeast (functional4 H V E0 ψ0 ψ1 '' {c | ⟪ψ0, c⟫_ℝ = 0}) (energy V ψ0 ψ3) ∧
    ∀ c, ⟪ψ0, c⟫_ℝ = 0 → (functional4 H V E0 ψ0 ψ1 c = energy V ψ0 ψ3 ↔ c = ψ2) := by
  have at2 : functional4 H V E0 ψ0 ψ1 ψ2 = energy V ψ0 ψ3 := by
    rw [functional4_eq g.symm hV s s.orth2, sub_self, inner_zero_left, add_zero]
  -- away from `ψ2` the quadratic remainder is strictly positive
  have above : ∀ c, ⟪ψ0, c⟫_ℝ = 0 → c ≠ ψ2 →
      energy V ψ0 ψ3 < functional4 H V E0 ψ0 ψ1 c := by
    intro c hc hne
    have ho : ⟪ψ0, c - ψ2⟫_ℝ = 0 := by rw [inner_sub_right, hc, s.orth2, sub_zero]
    have := excitation_pos g ho (sub_ne_zero.mpr hne)
    rw [functional4_eq g.symm hV s hc]
    linarith
  refine ⟨⟨⟨ψ2, s.orth2, at2⟩, ?_⟩, fun c hc => ⟨fun h => ?_, fun h => h ▸ at2⟩⟩
  · rintro _ ⟨c, hc, rfl⟩
    by_cases h : c = ψ2
    · rw [h, at2]
    · exact (above c hc h).le
  · by_contra hne
    exact (above c hc hne).ne' h
```

## The two-level example in Lean

The opening matrices are `twoLevel 0 0 1` and `twoLevel 0 1 2`.

```lean
/-- The two-level operator with diagonal elements `a`, `d` and coupling `b`. -/
def twoLevel (a b d : ℝ) : EuclideanSpace ℝ (Fin 2) →ₗ[ℝ] EuclideanSpace ℝ (Fin 2) where
  toFun x := !₂[a * x 0 + b * x 1, b * x 0 + d * x 1]
  map_add' x y := by ext i; fin_cases i <;> simp <;> ring
  map_smul' r x := by ext i; fin_cases i <;> simp <;> ring
```

The last theorem verifies every hypothesis for them, with the non-zero corrections found above and $E_4=-3$. The equations are checked component by component.

```lean
/-- The two-level system with levels 0 and 1, perturbed by a coupling 1 and an upper-level
shift 2, has the listed corrections and fourth-order energy `-3`. -/
theorem fourth_order_witness :
    SimpleGround (twoLevel 0 0 1) 0 !₂[1, 0] ∧ (twoLevel 0 1 2).IsSymmetric ∧
    RSSeries (twoLevel 0 0 1) (twoLevel 0 1 2) 0 !₂[1, 0] !₂[0, -1] !₂[0, 2] !₂[0, -3] ∧
    energy (twoLevel 0 1 2) !₂[1, 0] !₂[0, -3] = -3 := by
  have ip : ∀ x y : EuclideanSpace ℝ (Fin 2), ⟪x, y⟫_ℝ = x 0 * y 0 + x 1 * y 1 := by
    intro x y
    simp [PiLp.inner_apply, Fin.sum_univ_two, mul_comm]
  have sy : ∀ a b d : ℝ, (twoLevel a b d).IsSymmetric := by
    intro a b d x y
    rw [ip, ip]
    simp [twoLevel]
    ring
  refine ⟨⟨sy _ _ _, by rw [ip]; simp, ?_, ?_, ?_⟩, sy _ _ _,
    ⟨by rw [ip]; simp, by rw [ip]; simp, by rw [ip]; simp, ?_, ?_, ?_⟩,
    by simp [energy, ip, twoLevel]⟩
  · ext i; fin_cases i <;> simp [twoLevel]
  · intro x
    rw [ip x (twoLevel 0 0 1 x)]
    simp [twoLevel, mul_self_nonneg]
  · intro x h
    have h1 := congrArg (fun v : EuclideanSpace ℝ (Fin 2) => v 1) h
    simp [twoLevel] at h1
    refine ⟨x 0, ?_⟩
    ext i; fin_cases i <;> simp [h1]
  -- the three perturbation equations, component by component
  all_goals
    ext i; fin_cases i <;> simp [shift, energy, ip, twoLevel] <;> norm_num

end

end FourthOrderHylleraas
```

```lean
#print axioms FourthOrderHylleraas.fourth_order_minimum
-- 'FourthOrderHylleraas.fourth_order_minimum' depends on axioms: [propext, Classical.choice, Quot.sound]
```
